# For orthonormal, differentiable orbitals, the quantum metric of a Slater determinant is that of its occupied subspace

A many-electron state is represented here by its amplitudes on all assignments x : m → n of electrons to sites. The finite type `n` labels an orthonormal one-particle basis. The finite type `m` labels both the N occupied orbitals and the N electrons. Spin can be included in the site label.

```lean
import Mathlib

open Matrix Filter Topology

namespace SlaterQuantumMetric

noncomputable section

variable {n m : Type*} [Fintype n] [Fintype m] [DecidableEq m]
```

The orbitals are the columns of U, and P = UU† projects onto their span when they are orthonormal.

```lean
/-- The matrix `U U†` built from the orbitals in the columns of `U`; for orthonormal columns it
is the projector onto the occupied subspace. -/
def proj (U : Matrix n m ℂ) : Matrix n n ℂ := U * Uᴴ
```

Derivatives are taken entry by entry, with respect to one real parameter.

```lean
/-- The entrywise derivative of a matrix-valued function of a real parameter. -/
def entryDeriv {p q : Type*} (F : ℝ → Matrix p q ℂ) (k : ℝ) : Matrix p q ℂ :=
  Matrix.of fun i j => deriv (fun s => F s i j) k
```

Write U_x for the N×N matrix with entries U_{x(i),j}. The Slater amplitude is

Ψ_U(x) = det(U_x) / √(N!).

```lean
/-- The Slater determinant of the orbitals in the columns of `U`, evaluated with electron `i`
on site `x i`. -/
def slater (U : Matrix n m ℂ) (x : m → n) : ℂ :=
  (U.submatrix x id).det / (Real.sqrt ((Fintype.card m).factorial : ℝ) : ℂ)
```

The inner product sums over every x. Each set of occupied sites appears N! times, which the prefactor compensates; an x that puts two electrons in the same basis state has amplitude zero.

```lean
/-- The many-electron inner product of two Slater determinants, summed over all
configurations. -/
def overlap (U V : Matrix n m ℂ) : ℂ := ∑ x : m → n, star (slater U x) * slater V x
```

The final theorem, `tendsto_slater_metric`, says that if U(s)†U(s) = 1 for all s (`hU`) and every entry of U is differentiable at k (`hd`), then

(1 − |⟨Ψ_{U(k)}, Ψ_{U(k+t)}⟩|²) / t² → tr(P'(k)²)/2

as t → 0 through nonzero values. This fixes the convention for the metric: it is the coefficient of t² in one minus the squared overlap. The real quotient is regarded as complex, so convergence also shows that the trace is real.

For non-interacting electrons in a finite basis, along a one-parameter path, this links many-electron fidelity to the projector metric used in band theory. If k is a crystal momentum, the columns of U are the cell-periodic parts of the occupied Bloch states at that single k, expanded in a basis that does not depend on k. The Bloch states themselves would not do, since they are orthogonal at different crystal momenta. The determinant is then not the whole crystal's ground state.

## Finitely many sites, and no orthonormality yet

Finiteness turns the many-electron inner product into a finite sum. Expanding det(U†V) and collecting the permutations gives

det(U†V) = Σ_x (∏_i conj U_{x(i),i}) det(V_x).

Replacing x by x∘σ multiplies det(V_x) by sgn σ. Hence, for each permutation σ,

Σ_x sgn σ (∏_i conj U_{x(σ(i)),i}) det(V_x) = det(U†V).

Summing over all N! permutations rebuilds conj det(U_x), so

Σ_x conj det(U_x) det(V_x) = N! det(U†V).

Dividing by N! gives ⟨Ψ_U, Ψ_V⟩ = det(U†V). In the proof, `hA` is the expansion, `hB` the relabelling and `hsum` the sum over permutations.

```lean
/-- The overlap of two Slater determinants is the determinant of the matrix of orbital
overlaps. -/
theorem overlap_eq_det (U V : Matrix n m ℂ) : overlap U V = (Uᴴ * V).det := by
  have hrow : ∀ M : Matrix m m ℂ, M.det =
      ∑ σ : Equiv.Perm m, ((Equiv.Perm.sign σ : ℤ) : ℂ) * ∏ i, M i (σ i) :=
    fun M => (det_transpose M).symm.trans (det_apply' _)
  -- expand the orbital overlaps over configurations
  have hA : (Uᴴ * V).det =
      ∑ x : m → n, (∏ i, star (U (x i) i)) * (V.submatrix x id).det := by
    rw [hrow]
    simp only [mul_apply, conjTranspose_apply, Finset.prod_univ_sum, Fintype.piFinset_univ,
      Finset.prod_mul_distrib, Finset.mul_sum]
    rw [Finset.sum_comm]
    refine Finset.sum_congr rfl fun x _ => ?_
    rw [hrow, Finset.mul_sum]
    refine Finset.sum_congr rfl fun σ _ => ?_
    simp only [submatrix_apply, id]
    ring
  -- each relabelling of the electrons contributes equally
  have hB : ∀ σ : Equiv.Perm m, ∑ x : m → n, ((Equiv.Perm.sign σ : ℤ) : ℂ) *
      (∏ i, star (U (x (σ i)) i)) * (V.submatrix x id).det = (Uᴴ * V).det := by
    intro σ
    rw [hA]
    refine Fintype.sum_equiv (Equiv.arrowCongr σ.symm (Equiv.refl n)) _ _ fun x => ?_
    change _ = (∏ i, star (U (x (σ i)) i)) * ((V.submatrix x id).submatrix σ id).det
    rw [det_permute]
    ring
  have hsum : ∑ x : m → n, star (U.submatrix x id).det * (V.submatrix x id).det =
      ((Fintype.card m).factorial : ℂ) * (Uᴴ * V).det := by
    calc _ = ∑ x : m → n, ∑ σ : Equiv.Perm m, ((Equiv.Perm.sign σ : ℤ) : ℂ) *
          (∏ i, star (U (x (σ i)) i)) * (V.submatrix x id).det := by
          refine Finset.sum_congr rfl fun x _ => ?_
          rw [det_apply' (U.submatrix x id), star_sum, Finset.sum_mul]
          refine Finset.sum_congr rfl fun σ _ => ?_
          rw [star_mul', star_intCast, star_prod]
          rfl
      _ = _ := by
          rw [Finset.sum_comm, Finset.sum_congr rfl fun σ _ => hB σ, Finset.sum_const,
            Finset.card_univ, Fintype.card_perm, nsmul_eq_mul]
  have hc : (Real.sqrt ((Fintype.card m).factorial : ℝ) : ℂ) *
      (Real.sqrt ((Fintype.card m).factorial : ℝ) : ℂ) = ((Fintype.card m).factorial : ℂ) := by
    rw [← Complex.ofReal_mul, Real.mul_self_sqrt (Nat.cast_nonneg _), Complex.ofReal_natCast]
  have h0 : ((Fintype.card m).factorial : ℂ) ≠ 0 := Nat.cast_ne_zero.2 (Nat.factorial_ne_zero _)
  unfold overlap slater
  simp only [star_div₀, Complex.star_def, Complex.conj_ofReal, div_mul_div_comm, hc]
  simp only [Complex.star_def] at hsum
  rw [← Finset.sum_div, hsum, mul_div_cancel_left₀ _ h0]
```

With infinitely many sites, entrywise differentiability would no longer control the sums in the derivation below.

## Orthonormality at every parameter value

Physically, `hU` keeps the N occupied orbitals orthonormal, so they span an N-dimensional subspace and the Slater state is normalised. Put V = U(k), W = U(k+t), X = W − V and M = V†W. Orthonormality of both frames gives

X†W = 1 − M,  W†X = 1 − M†,  X†X = 2 − M − M†.

Therefore

X†X − X†WW†X = 2 − M − M† − (1 − M)(1 − M†) = 1 − MM†.

The loss of overlap is thus quadratic in the change of the orbitals. The three auxiliary equations in the proof are these three relations.

```lean
/-- For two orthonormal sets of orbitals, the loss of overlap is of second order in their
difference. -/
theorem overlap_defect (V W : Matrix n m ℂ) (hV : Vᴴ * V = 1) (hW : Wᴴ * W = 1) :
    1 - (Vᴴ * W) * (Vᴴ * W)ᴴ =
      (W - V)ᴴ * (W - V) - (W - V)ᴴ * W * (Wᴴ * (W - V)) := by
  have h1 : (W - V)ᴴ * W = 1 - Vᴴ * W := by rw [conjTranspose_sub, Matrix.sub_mul, hW]
  have h2 : Wᴴ * (W - V) = 1 - Wᴴ * V := by rw [Matrix.mul_sub, hW]
  have h3 : (W - V)ᴴ * (W - V) = 1 - Wᴴ * V - (Vᴴ * W - 1) := by
    rw [conjTranspose_sub, Matrix.sub_mul, Matrix.mul_sub, Matrix.mul_sub, hW, hV]
  rw [h1, h2, h3, conjTranspose_mul, conjTranspose_conjTranspose]
  noncomm_ring
```

Orthonormality at k, even with a vanishing first derivative of U†U there, is not enough. Take one site, one electron and U(s) = 1 + (s−k)². The quotient tends to −2, while P'(k) = 0.

## Nonzero steps

Write X = tq and B(t) = q†q − q†WW†q. Then MM† = 1 − t²B(t), and

|det M|² = det(MM†) = det(1 − t²B(t)).

For any square matrix A, the determinant has the form

det(1 + sA) = 1 + s Q(s,A),

where Q is continuous and Q(0,A) = tr A: a permutation other than the identity moves at least two indices and contributes only from order s² on. Setting s = −t² gives

(1 − det(1 − t²B(t))) / t² = Q(−t², B(t)) → tr G

whenever B(t) → G.

In the proof, `hprod` builds the quotient for each permutation by induction over the factors, and `hdet` assembles Q. For `htr`, Q is compared with the known expansion of det(1 + sG) at s ≠ 0, and continuity carries the equality to s = 0.

```lean
/-- If `B t` tends to `G`, then `(1 - det (1 - t² B t)) / t²` tends to the trace of `G` as `t`
tends to zero through nonzero values. -/
theorem tendsto_det_defect {B : ℝ → Matrix m m ℂ} {G : Matrix m m ℂ}
    (hB : Tendsto B (𝓝[≠] 0) (𝓝 G)) :
    Tendsto (fun t : ℝ => (1 - (1 - ((t : ℂ) ^ 2) • B t).det) / (t : ℂ) ^ 2)
      (𝓝[≠] 0) (𝓝 G.trace) := by
  -- each product in the determinant has a continuous difference quotient
  have hprod : ∀ (σ : Equiv.Perm m) (S : Finset m), ∃ q : ℂ × Matrix m m ℂ → ℂ,
      Continuous q ∧ ∀ (s : ℂ) (A : Matrix m m ℂ), ∏ i ∈ S, (1 + s • A) (σ i) i =
        ∏ i ∈ S, (1 : Matrix m m ℂ) (σ i) i + s * q (s, A) := by
    intro σ S
    induction S using Finset.induction_on with
    | empty => exact ⟨fun _ => 0, continuous_const, by simp⟩
    | insert a S ha ih =>
      obtain ⟨q, hq, he⟩ := ih
      refine ⟨fun z => (1 : Matrix m m ℂ) (σ a) a * q z + z.2 (σ a) a *
        (∏ i ∈ S, (1 : Matrix m m ℂ) (σ i) i + z.1 * q z),
        (continuous_const.mul hq).add ((continuous_snd.matrix_elem (σ a) a).mul
          (continuous_const.add (continuous_fst.mul hq))), fun s A => ?_⟩
      rw [Finset.prod_insert ha, Finset.prod_insert ha, he, Matrix.add_apply,
        Matrix.smul_apply, smul_eq_mul]
      ring
  choose q hq he using fun σ => hprod σ Finset.univ
  let Q : ℂ × Matrix m m ℂ → ℂ := fun z =>
    ∑ σ : Equiv.Perm m, ((Equiv.Perm.sign σ : ℤ) : ℂ) * q σ z
  have hQ : Continuous Q := continuous_finsetSum _ fun σ _ => continuous_const.mul (hq σ)
  have hdet : ∀ (s : ℂ) (A : Matrix m m ℂ), (1 + s • A).det = 1 + s * Q (s, A) := by
    intro s A
    rw [← det_one (n := m) (R := ℂ), det_apply', det_apply', Finset.mul_sum,
      ← Finset.sum_add_distrib]
    refine Finset.sum_congr rfl fun σ _ => ?_
    rw [he]
    ring
  -- at zero step the quotient is the trace
  have htr : Q (0, G) = G.trace := by
    let e := (det (1 + (Polynomial.X : Polynomial ℂ) • G.map Polynomial.C)).divX.divX
    have hfun : (fun s : ℂ => Q (s, G)) = fun s => G.trace + e.eval s * s := by
      refine Continuous.ext_on (dense_compl_singleton (0 : ℂ))
        (hQ.comp (continuous_id.prodMk continuous_const))
        (continuous_const.add (e.continuous.mul continuous_id)) fun s hs => ?_
      have h : (1 + s • G).det = 1 + G.trace * s + e.eval s * s ^ 2 := det_one_add_smul s G
      refine mul_left_cancel₀ (show s ≠ 0 from hs) ?_
      linear_combination h - hdet s G
    simpa using congrFun hfun 0
  have hs : Tendsto (fun t : ℝ => -(t : ℂ) ^ 2) (𝓝[≠] 0) (𝓝 0) := by
    have h : Continuous fun t : ℝ => -(t : ℂ) ^ 2 := (Complex.continuous_ofReal.pow 2).neg
    simpa using (h.tendsto 0).mono_left nhdsWithin_le_nhds
  rw [← htr]
  refine ((hQ.tendsto (0, G)).comp (hs.prodMk_nhds hB)).congr' ?_
  filter_upwards [self_mem_nhdsWithin] with t ht
  have ht' : (t : ℂ) ≠ 0 := Complex.ofReal_ne_zero.2 ht
  have h := hdet (-(t : ℂ) ^ 2) (B t)
  rw [neg_smul, ← sub_eq_add_neg] at h
  rw [h, Function.comp_apply, eq_div_iff (pow_ne_zero 2 ht')]
  ring
```

The restriction to t ≠ 0 is the filter `𝓝[≠] 0`. At t = 0 the quotient is 0/0, which Lean evaluates as 0, so including that point would spoil the limit whenever the metric is nonzero.

## Orbitals differentiable at k

The hypothesis `hd` says that the chosen orbitals, phases included, have a velocity D = U'(k). Then q → D and W → V, so

G = D†D − D†VV†D.

Differentiating P and U†U = 1 gives

P' = DV† + VD†,  D†V + V†D = 0.

By cyclicity of the trace and V†V = 1,

tr(P'²) = 2 tr(D†D) + tr((V†D)²) + tr((D†V)²).

Since D†V = −V†D, each of the last two terms equals −tr(D†VV†D). Hence tr(P'²) = 2 tr G, which is the required limit.

```lean
/-- For orthonormal orbitals `V` and a velocity `D` that preserves orthonormality to first order,
the squared velocity of the projector has twice the trace of the part of `D† D` outside the
occupied subspace. -/
theorem trace_velocity_sq (V D : Matrix n m ℂ) (hV : Vᴴ * V = 1)
    (hD : Dᴴ * V + Vᴴ * D = 0) :
    ((D * Vᴴ + V * Dᴴ) * (D * Vᴴ + V * Dᴴ)).trace =
      2 * (Dᴴ * D - Dᴴ * V * (Vᴴ * D)).trace := by
  have e1 : ∀ X Y : Matrix n m ℂ,
      (X * Yᴴ * (X * Yᴴ)).trace = (Yᴴ * X * (Yᴴ * X)).trace := by
    intro X Y
    rw [Matrix.mul_assoc, trace_mul_comm]
    simp only [Matrix.mul_assoc]
  have e2 : (D * Vᴴ * (V * Dᴴ)).trace = (Dᴴ * D).trace := by
    rw [Matrix.mul_assoc, ← Matrix.mul_assoc Vᴴ, hV, Matrix.one_mul, trace_mul_comm]
  have e3 : (V * Dᴴ * (D * Vᴴ)).trace = (Dᴴ * D).trace := by rw [trace_mul_comm, e2]
  simp only [Matrix.add_mul, Matrix.mul_add, trace_add]
  rw [e1 D V, e1 V D, e2, e3, trace_sub, eq_neg_of_add_eq_zero_left hD]
  simp only [Matrix.neg_mul, Matrix.mul_neg, neg_neg, trace_neg]
  ring
```

The product rule supplies both derivatives.

```lean
/-- The product rule for matrices whose entries are differentiable. -/
theorem hasDerivAt_mul_entry {p q r : Type*} [Fintype q] {F : ℝ → Matrix p q ℂ}
    {G : ℝ → Matrix q r ℂ} {F' : Matrix p q ℂ} {G' : Matrix q r ℂ} {k : ℝ}
    (hF : ∀ i j, HasDerivAt (fun s => F s i j) (F' i j) k)
    (hG : ∀ i j, HasDerivAt (fun s => G s i j) (G' i j) k) (i : p) (j : r) :
    HasDerivAt (fun s => (F s * G s) i j) ((F' * G k + F k * G') i j) k := by
  simp only [mul_apply, Matrix.add_apply, ← Finset.sum_add_distrib]
  exact HasDerivAt.fun_sum fun a _ => (hF i a).fun_mul (hG a j)
```

In the next proof, `hP` and `hcon` are the two differentiated relations, `hq` and `hW` the limits of q and W, and `hM` the identity MM† = 1 − t²B(t).

```lean
/-- For orthonormal orbitals differentiable at `k`, the infidelity `1 - |det (U(k)† U(k+t))|²`
divided by `t²` tends to half the trace of the squared derivative of the occupied projector at `k`,
as `t` tends to zero through nonzero values. -/
theorem tendsto_det_metric (U : ℝ → Matrix n m ℂ) (k : ℝ) (hU : ∀ s, (U s)ᴴ * U s = 1)
    (hd : ∀ i a, DifferentiableAt ℝ (fun s => U s i a) k) :
    Tendsto (fun t : ℝ => (((1 - ‖((U k)ᴴ * U (k + t)).det‖ ^ 2) / t ^ 2 : ℝ) : ℂ)) (𝓝[≠] 0)
      (𝓝 ((entryDeriv (fun s => proj (U s)) k *
        entryDeriv (fun s => proj (U s)) k).trace / 2)) := by
  set D := entryDeriv U k
  have hD : ∀ i a, HasDerivAt (fun s => U s i a) (D i a) k := fun i a => (hd i a).hasDerivAt
  have hDs : ∀ a i, HasDerivAt (fun s => (U s)ᴴ a i) (Dᴴ a i) k := fun a i => (hD i a).star
  -- velocity of the projector, and the constraint from orthonormality
  have hP : entryDeriv (fun s => proj (U s)) k = D * (U k)ᴴ + U k * Dᴴ := by
    ext i j
    exact (hasDerivAt_mul_entry (F := U) (G := fun s => (U s)ᴴ) hD hDs i j).deriv
  have hcon : Dᴴ * U k + (U k)ᴴ * D = 0 := by
    ext a b
    have h := hasDerivAt_mul_entry (F := fun s => (U s)ᴴ) (G := U) hDs hD a b
    simp only [hU] at h
    exact h.unique (hasDerivAt_const k _)
  -- difference quotients of the orbitals
  let q : ℝ → Matrix n m ℂ := fun t => (t : ℂ)⁻¹ • (U (k + t) - U k)
  have hq : Tendsto q (𝓝[≠] 0) (𝓝 D) := by
    refine tendsto_pi_nhds.2 fun i => tendsto_pi_nhds.2 fun a => ?_
    refine (hasDerivAt_iff_tendsto_slope_zero.1 (hD i a)).congr fun t => ?_
    simp [q, Complex.real_smul]
  have hW : Tendsto (fun t => U (k + t)) (𝓝[≠] 0) (𝓝 (U k)) := by
    refine tendsto_pi_nhds.2 fun i => tendsto_pi_nhds.2 fun a => ?_
    have h : Tendsto (fun t : ℝ => k + t) (𝓝[≠] 0) (𝓝 k) := by
      have h0 : Continuous fun t : ℝ => k + t := continuous_const.add continuous_id
      have h1 : Tendsto (fun t : ℝ => k + t) (𝓝 0) (𝓝 (k + 0)) := h0.tendsto 0
      rw [add_zero] at h1
      exact h1.mono_left nhdsWithin_le_nhds
    exact (hd i a).continuousAt.tendsto.comp h
  have hc : Continuous fun z : Matrix n m ℂ × Matrix n m ℂ =>
      z.1ᴴ * z.1 - z.1ᴴ * z.2 * (z.2ᴴ * z.1) :=
    (continuous_fst.matrix_conjTranspose.matrix_mul continuous_fst).sub
      ((continuous_fst.matrix_conjTranspose.matrix_mul continuous_snd).matrix_mul
        (continuous_snd.matrix_conjTranspose.matrix_mul continuous_fst))
  have hlim := tendsto_det_defect ((hc.tendsto (D, U k)).comp (hq.prodMk_nhds hW))
  rw [hP, trace_velocity_sq _ _ (hU k) hcon,
    mul_div_cancel_left₀ _ (two_ne_zero : (2 : ℂ) ≠ 0)]
  refine hlim.congr' ?_
  filter_upwards [self_mem_nhdsWithin] with t ht
  have ht' : (t : ℂ) ≠ 0 := Complex.ofReal_ne_zero.2 ht
  have hX : U (k + t) - U k = (t : ℂ) • q t := by
    simp only [q, smul_smul, mul_inv_cancel₀ ht', one_smul]
  have hdef := overlap_defect (U k) (U (k + t)) (hU k) (hU (k + t))
  have hM : 1 - ((t : ℂ) ^ 2) • ((q t)ᴴ * q t - (q t)ᴴ * U (k + t) * ((U (k + t))ᴴ * q t)) =
      ((U k)ᴴ * U (k + t)) * ((U k)ᴴ * U (k + t))ᴴ := by
    rw [← sub_sub_cancel 1 (((U k)ᴴ * U (k + t)) * ((U k)ᴴ * U (k + t))ᴴ), hdef, hX]
    simp only [conjTranspose_smul, Complex.star_def, Complex.conj_ofReal, Matrix.smul_mul,
      Matrix.mul_smul]
    module
  simp only [Function.comp_apply]
  rw [hM, det_mul, det_conjTranspose, Complex.star_def, Complex.mul_conj,
    Complex.normSq_eq_norm_sq]
  push_cast
  rfl
```

Replacing the determinant by the many-electron overlap completes the argument.

```lean
/-- For orthonormal orbitals differentiable at `k`, the many-electron quantum metric of their
Slater determinant equals the metric `tr (P'²) / 2` of the occupied subspace. -/
theorem tendsto_slater_metric (U : ℝ → Matrix n m ℂ) (k : ℝ) (hU : ∀ s, (U s)ᴴ * U s = 1)
    (hd : ∀ i a, DifferentiableAt ℝ (fun s => U s i a) k) :
    Tendsto (fun t : ℝ => (((1 - ‖overlap (U k) (U (k + t))‖ ^ 2) / t ^ 2 : ℝ) : ℂ)) (𝓝[≠] 0)
      (𝓝 ((entryDeriv (fun s => proj (U s)) k *
        entryDeriv (fun s => proj (U s)) k).trace / 2)) := by
  simp only [overlap_eq_det]
  exact tendsto_det_metric U k hU hd

end

end SlaterQuantumMetric
```

```lean
#print axioms SlaterQuantumMetric.tendsto_slater_metric
```

```
'SlaterQuantumMetric.tendsto_slater_metric' depends on axioms: [propext, Classical.choice, Quot.sound]
```

Continuity of the orbitals is not enough. For one electron with U(s) = (cos|s−k|, sin|s−k|)ᵀ, the quotient tends to 1, but P has a kink at k and P'(k) does not exist. Differentiability is sufficient rather than necessary: a jump in an orbital's phase at k, by anything but a multiple of 2π, violates `hd` but changes neither |det M| nor P.

## Two electrons on four sites

Let the orbitals be (cos s, sin s, 0, 0)ᵀ and (0, 0, cos 2s, sin 2s)ᵀ, with k = 0. The overlap is cos t · cos 2t. At t = 0.1 the quotient is

(1 − cos²(0.1) cos²(0.2)) / 0.01 ≈ 4.904.

The nonzero entries of P'(0) are 1, 1, 2 and 2, all off the diagonal, so tr(P'²)/2 = (2 + 8)/2 = 5.

## The same limit from a trace

Taking the trace of 1 − MM† = t²B(t), instead of a determinant, gives by the same derivation

(N − tr(P(k)P(k+t))) / t² → tr(P'(k)²)/2.

This companion limit is derived here only informally.
